# The first-order energy of beryllium-like ions with 2s²–2p² mixing lies between 1.55927 and 1.55928 hartree per unit nuclear charge

A beryllium-like ion is represented here by a real symmetric 4×4 matrix over the configurations 1s²2s², 1s²2p$_x$², 1s²2p$_y$² and 1s²2p$_z$². The orbitals are hydrogenic with nuclear charge $Z$, the Hamiltonian is nonrelativistic with a fixed nucleus, and the values of the repulsion integrals are taken as given. Energies are in hartree.

The claim is that for every $Z>0$ the lowest level of this matrix is

$$E(Z)=-\tfrac54Z^2+\varepsilon_1Z,\qquad 1.55927<\varepsilon_1<1.55928 .$$

In the $Z$-expansion, $\varepsilon_1$ is the coefficient of the term linear in $Z$. The second-order and higher terms come from configurations that the matrix leaves out.

## From four configurations to one square root

Two 1s electrons and two $n=2$ electrons have the hydrogenic energy $2(-Z^2/2)+2(-Z^2/8)=-\tfrac54Z^2$, the same for 2s and 2p. The four configurations are therefore degenerate, and the repulsion must be diagonalised among them. Hydrogenic orbitals shrink as $1/Z$, so every repulsion integral is $Z$ times its value at unit charge.

Write $J$ for Coulomb and $K$ for exchange integrals at unit charge. A configuration 1s²$i$² has repulsion $J_{1s1s}+J_{ii}+4J_{1si}-2K_{1si}$, and the configurations 1s²$i$² and 1s²$j$² are coupled by $K_{ij}$. With $J_{1s1s}=\tfrac58$, $J_{2s2s}=\tfrac{77}{512}$, $J_{1s2s}=\tfrac{17}{81}$ and $K_{1s2s}=\tfrac{16}{729}$, the 2s² entry is

$$a=\tfrac58+\tfrac{77}{512}+\tfrac{68}{81}-\tfrac{32}{729}\approx1.57100 .$$

For 2p, $J_{1s2p}=\tfrac{59}{243}$ and $K_{1s2p}=\tfrac{112}{6561}$. Within the 2p shell the Slater integrals are $F^0=\tfrac{93}{512}$ and $F^2=\tfrac{45}{512}$, which give $J_{xx}=F^0+\tfrac4{25}F^2$ and $K_{xy}=\tfrac3{25}F^2$. Let $q$ be the diagonal entry of each 2p² configuration, $x=K_{xy}$ the coupling between two of them, and $k=K_{2s2p}=\tfrac{15}{512}$ their coupling to 2s².

The normalised combination $(p_x^2+p_y^2+p_z^2)/\sqrt3$ is the ¹S state. Its energy is

$$b=q+2x=\tfrac58+\tfrac{93}{512}+\tfrac{18}{512}+\tfrac{236}{243}-\tfrac{224}{6561}\approx1.77885,$$

and its coupling to 2s² is $v=\sqrt3\,k=45/(512\sqrt3)$. Combinations whose 2p² amplitudes sum to zero do not couple to 2s². They have energy $q-x\approx1.74721$ and belong to ¹D.

What remains is the secular equation $(a-E)(b-E)=v^2$, with lower root

$$\varepsilon_1=m-s,\qquad m=\frac{a+b}2,\quad s=\sqrt{\Big(\frac{a-b}2\Big)^2+v^2}.$$

Since $v^2=675/262144$, we have $s^2\approx0.01337513$. With $m\approx1.674925$,

$$(m-1.55928)^2\approx0.01337379<s^2<0.01337610\approx(m-1.55927)^2 .$$

Both brackets are positive, so $m-1.55928<s<m-1.55927$, which is the stated enclosure of $\varepsilon_1$. This root lies below $q-x$, so it is the lowest of all four levels. Multiplication by $Z>0$ preserves the order of the levels, and the common shift $-\tfrac54Z^2$ does too.

## The matrices in Lean

```lean
import Mathlib

open Matrix

namespace BerylliumZExpansion

noncomputable section
```

A level is a real number with a nonzero eigenvector. The vector need not be normalised.

```lean
/-- The energy levels of a real Hamiltonian matrix: the numbers `E` for which `M c = E c` has a
nonzero solution `c`. -/
def levels {n : Type*} [Fintype n] (M : Matrix n n ℝ) : Set ℝ :=
  {E | ∃ c : n → ℝ, c ≠ 0 ∧ M *ᵥ c = E • c}
```

The next two definitions hold for arbitrary real parameters. In `pairMatrix`, index 0 is s² and indices 1, 2, 3 are p$_x$², p$_y$², p$_z$².

```lean
/-- The lower root of the secular equation of two configurations with energies `a`, `b` and
coupling `v`. -/
def lowerRoot (a b v : ℝ) : ℝ := (a + b) / 2 - √(((a - b) / 2) ^ 2 + v ^ 2)

/-- The Hamiltonian matrix over the pair configurations s², p_x², p_y², p_z²: energies `p` and `q`,
coupling `k` between s² and each p², coupling `x` between different p². -/
def pairMatrix (p q k x : ℝ) : Matrix (Fin 4) (Fin 4) ℝ :=
  !![p, k, k, k; k, q, x, x; k, x, q, x; k, x, x, q]
```

The numbers $a$, $b$ and $v$ enter as definitions. They stand for electron repulsion between hydrogenic orbitals, and the file does not derive them from integrals over wavefunctions.

```lean
/-- Electron repulsion in 1s²2s² at unit nuclear charge. -/
def repulsion2s : ℝ := 5/8 + 77/512 + 68/81 - 32/729

/-- Electron repulsion in the ¹S state of 1s²2p² at unit nuclear charge. -/
def repulsion2p : ℝ := 5/8 + 93/512 + 18/512 + 236/243 - 224/6561

/-- Coupling between 1s²2s² and the ¹S state of 1s²2p² at unit nuclear charge. -/
def coupling : ℝ := 45 / (512 * √3)
```

The coefficient $\varepsilon_1$ is `firstOrderEnergy`.

```lean
/-- The first-order coefficient after 2s²-2p² mixing: the lower root of the two-configuration
secular equation. -/
def firstOrderEnergy : ℝ := lowerRoot repulsion2s repulsion2p coupling
```

The Cartesian matrix is built from $q$, $k$ and $x$, so its agreement with the two-configuration problem is something to prove.

```lean
/-- Electron repulsion at unit nuclear charge over 1s²2s², 1s²2p_x², 1s²2p_y², 1s²2p_z². -/
def pairRepulsion : Matrix (Fin 4) (Fin 4) ℝ :=
  pairMatrix repulsion2s
    (5/8 + 236/243 - 224/6561 + 93/512 + 4/25 * (45/512)) (15/512) (3/25 * (45/512))
```

The full Hamiltonian adds the degenerate hydrogenic energy.

```lean
/-- The Hamiltonian of a beryllium-like ion of nuclear charge `Z` over the same four
configurations: the common hydrogenic energy plus `Z` times the repulsion matrix. -/
def berylliumHamiltonian (Z : ℝ) : Matrix (Fin 4) (Fin 4) ℝ :=
  (-(5/4) * Z ^ 2) • (1 : Matrix (Fin 4) (Fin 4) ℝ) + Z • pairRepulsion
```

## Lowest levels of the two matrices

Two lemmas turn the matrix equations into the component equations used by hand.

```lean
/-- The eigenvalue equation of two coupled configurations, written out by components. -/
theorem two_level_equations (a b v E : ℝ) (c : Fin 2 → ℝ) :
    !![a, v; v, b] *ᵥ c = E • c ↔
      a * c 0 + v * c 1 = E * c 0 ∧ v * c 0 + b * c 1 = E * c 1 := by
  simp [funext_iff, Fin.forall_fin_two, dotProduct, Fin.sum_univ_two]

/-- The eigenvalue equation of the four pair configurations, written out by components. -/
theorem pair_equations (p q k x E : ℝ) (c : Fin 4 → ℝ) :
    pairMatrix p q k x *ᵥ c = E • c ↔
      p * c 0 + k * c 1 + k * c 2 + k * c 3 = E * c 0 ∧
      k * c 0 + q * c 1 + x * c 2 + x * c 3 = E * c 1 ∧
      k * c 0 + x * c 1 + q * c 2 + x * c 3 = E * c 2 ∧
      k * c 0 + x * c 1 + x * c 2 + q * c 3 = E * c 3 := by
  have key : pairMatrix p q k x *ᵥ c =
      ![p * c 0 + k * c 1 + k * c 2 + k * c 3, k * c 0 + q * c 1 + x * c 2 + x * c 3,
        k * c 0 + x * c 1 + q * c 2 + x * c 3, k * c 0 + x * c 1 + x * c 2 + q * c 3] := by
    ext i
    fin_cases i <;> simp [pairMatrix, Matrix.mulVec, dotProduct, Fin.sum_univ_four]
  rw [key]
  constructor
  · intro h
    exact ⟨congrFun h 0, congrFun h 1, congrFun h 2, congrFun h 3⟩
  · rintro ⟨h0, h1, h2, h3⟩
    ext i
    fin_cases i
    exacts [h0, h1, h2, h3]
```

`IsLeast` says that the root is a level and that no level lies below it. For the first part, the vector $(v,E-a)$ solves the equations at $E=m-s$; its normalised form is obtained on division by $\sqrt{v^2+(E-a)^2}$. It vanishes only if $v=0$ and $E=a$, and then $(1,0)$ serves. For the second part, elimination shows that a nonzero solution makes the secular determinant zero. That determinant equals $(m-E)^2-s^2$, which would be positive if $E<m-s$.

```lean
/-- The lowest level of two coupled configurations is the lower root of their secular equation. -/
theorem lowerRoot_isLeast (a b v : ℝ) :
    IsLeast (levels !![a, v; v, b]) (lowerRoot a b v) := by
  have hs := Real.sq_sqrt (show 0 ≤ ((a - b) / 2) ^ 2 + v ^ 2 by positivity)
  have hn := Real.sqrt_nonneg (((a - b) / 2) ^ 2 + v ^ 2)
  unfold lowerRoot
  generalize √(((a - b) / 2) ^ 2 + v ^ 2) = s at hs hn ⊢
  constructor
  · by_cases h : v = 0 ∧ (a + b) / 2 - s = a
    · have e0 : a * 1 + v * 0 = ((a + b) / 2 - s) * 1 := by linarith [h.2]
      have e1 : v * 1 + b * 0 = ((a + b) / 2 - s) * 0 := by linarith [h.1]
      exact ⟨![1, 0], fun hz => one_ne_zero (α := ℝ) (congrFun hz 0),
        (two_level_equations _ _ _ _ _).2 ⟨e0, e1⟩⟩
    · have e0 : a * v + v * ((a + b) / 2 - s - a) = ((a + b) / 2 - s) * v := by ring
      have e1 : v * v + b * ((a + b) / 2 - s - a)
          = ((a + b) / 2 - s) * ((a + b) / 2 - s - a) := by linear_combination -hs
      exact ⟨![v, (a + b) / 2 - s - a],
        fun hz => h ⟨congrFun hz 0, sub_eq_zero.1 (congrFun hz 1)⟩,
        (two_level_equations _ _ _ _ _).2 ⟨e0, e1⟩⟩
  · rintro E ⟨c, hc, hE⟩
    obtain ⟨g0, g1⟩ := (two_level_equations _ _ _ _ _).1 hE
    -- a nonzero solution forces the secular determinant to vanish
    have hD : (a - E) * (b - E) - v ^ 2 = 0 := by
      by_contra hD
      have h0 : ((a - E) * (b - E) - v ^ 2) * c 0 = 0 := by
        linear_combination (b - E) * g0 - v * g1
      have h1 : ((a - E) * (b - E) - v ^ 2) * c 1 = 0 := by
        linear_combination (a - E) * g1 - v * g0
      apply hc
      ext i
      fin_cases i
      exacts [(mul_eq_zero.1 h0).resolve_left hD, (mul_eq_zero.1 h1).resolve_left hD]
    by_contra hlt
    have hlt' := not_le.1 hlt
    have := mul_pos (show 0 < (a + b) / 2 - E - s by linarith)
      (show 0 < (a + b) / 2 - E + s by linarith)
    nlinarith
```

The four-configuration theorem assumes that the lower root does not exceed $q-x$. To show that the root is a level, the proof spreads the p² amplitude $c_1$ of the two-component vector as $c_1/\sqrt3$ over $x,y,z$, written `t * c 1 / 3` with $t=\sqrt3$. This preserves the norm.

For the lower bound, take any four-component eigenvector. If $c_0=0$ and $c_1+c_2+c_3=0$, its level is $q-x$, and the hypothesis applies. Otherwise $(c_0,(c_1+c_2+c_3)/\sqrt3)$ is a nonzero solution of the two-configuration problem, whose lowest level is already known.

```lean
/-- If the lower root for s² and the symmetric p² combination does not exceed `q - x`, it is the
lowest level of all four pair configurations. -/
theorem pairMatrix_isLeast (p q k x : ℝ)
    (h : lowerRoot p (q + 2 * x) (√3 * k) ≤ q - x) :
    IsLeast (levels (pairMatrix p q k x)) (lowerRoot p (q + 2 * x) (√3 * k)) := by
  have ht : √3 ^ 2 = (3 : ℝ) := Real.sq_sqrt (by norm_num)
  have hL := lowerRoot_isLeast p (q + 2 * x) (√3 * k)
  generalize lowerRoot p (q + 2 * x) (√3 * k) = r at h hL ⊢
  generalize √3 = t at ht hL
  constructor
  · -- spread the p² amplitude evenly over x, y, z
    obtain ⟨c, hc, hE⟩ := hL.1
    obtain ⟨g0, g1⟩ := (two_level_equations _ _ _ _ _).1 hE
    have e0 : p * c 0 + k * (t * c 1 / 3) + k * (t * c 1 / 3) + k * (t * c 1 / 3)
        = r * c 0 := by linear_combination g0
    have e1 : k * c 0 + q * (t * c 1 / 3) + x * (t * c 1 / 3) + x * (t * c 1 / 3)
        = r * (t * c 1 / 3) := by linear_combination t / 3 * g1 - k * c 0 / 3 * ht
    have e2 : k * c 0 + x * (t * c 1 / 3) + q * (t * c 1 / 3) + x * (t * c 1 / 3)
        = r * (t * c 1 / 3) := by linear_combination e1
    have e3 : k * c 0 + x * (t * c 1 / 3) + x * (t * c 1 / 3) + q * (t * c 1 / 3)
        = r * (t * c 1 / 3) := by linear_combination e1
    refine ⟨![c 0, t * c 1 / 3, t * c 1 / 3, t * c 1 / 3], fun hz => hc ?_,
      (pair_equations _ _ _ _ _ _).2 ⟨e0, e1, e2, e3⟩⟩
    have z0 : c 0 = 0 := congrFun hz 0
    have z1 : t * c 1 / 3 = 0 := congrFun hz 1
    have z2 : c 1 = 0 := by linear_combination t * z1 - c 1 / 3 * ht
    ext i
    fin_cases i
    exacts [z0, z2]
  · rintro E ⟨c, hc, hE⟩
    obtain ⟨e0, e1, e2, e3⟩ := (pair_equations _ _ _ _ _ _).1 hE
    by_cases h0 : c 0 = 0 ∧ c 1 + c 2 + c 3 = 0
    · -- no symmetric part: the level is q - x
      by_contra hlt
      have hne : q - x - E ≠ 0 := by
        have := not_le.1 hlt
        exact ne_of_gt (by linarith)
      have z1 : (q - x - E) * c 1 = 0 := by linear_combination e1 - k * h0.1 - x * h0.2
      have z2 : (q - x - E) * c 2 = 0 := by linear_combination e2 - k * h0.1 - x * h0.2
      have z3 : (q - x - E) * c 3 = 0 := by linear_combination e3 - k * h0.1 - x * h0.2
      apply hc
      ext i
      fin_cases i
      exacts [h0.1, (mul_eq_zero.1 z1).resolve_left hne,
        (mul_eq_zero.1 z2).resolve_left hne, (mul_eq_zero.1 z3).resolve_left hne]
    · -- the symmetric part solves the two-configuration problem
      have g0 : p * c 0 + t * k * (t * (c 1 + c 2 + c 3) / 3) = E * c 0 := by
        linear_combination e0 + k * (c 1 + c 2 + c 3) / 3 * ht
      have g1 : t * k * c 0 + (q + 2 * x) * (t * (c 1 + c 2 + c 3) / 3)
          = E * (t * (c 1 + c 2 + c 3) / 3) := by
        linear_combination t / 3 * (e1 + e2 + e3)
      refine hL.2 ⟨![c 0, t * (c 1 + c 2 + c 3) / 3], fun hz => h0 ⟨congrFun hz 0, ?_⟩,
        (two_level_equations _ _ _ _ _).2 ⟨g0, g1⟩⟩
      have z1 : t * (c 1 + c 2 + c 3) / 3 = 0 := congrFun hz 1
      linear_combination t * z1 - (c 1 + c 2 + c 3) / 3 * ht
```

## The beryllium numbers

The enclosure is proved with exact rational arithmetic. Each bound on the square root becomes a comparison of squares, which `norm_num` decides.

```lean
/-- The first-order coefficient after 2s²-2p² mixing lies between 1.55927 and 1.55928. -/
theorem firstOrderEnergy_bounds :
    1.55927 < firstOrderEnergy ∧ firstOrderEnergy < 1.55928 := by
  have hv : coupling ^ 2 = 675 / 262144 := by
    rw [coupling, div_pow, mul_pow, Real.sq_sqrt (by norm_num)]
    norm_num
  unfold firstOrderEnergy lowerRoot
  rw [hv]
  have h1 : (repulsion2s + repulsion2p) / 2 - 1.55928 <
      √(((repulsion2s - repulsion2p) / 2) ^ 2 + 675 / 262144) :=
    Real.lt_sqrt_of_sq_lt (by norm_num [repulsion2s, repulsion2p])
  have h2 : √(((repulsion2s - repulsion2p) / 2) ^ 2 + 675 / 262144) <
      (repulsion2s + repulsion2p) / 2 - 1.55927 :=
    (Real.sqrt_lt' (by norm_num [repulsion2s, repulsion2p])).2
      (by norm_num [repulsion2s, repulsion2p])
  constructor <;> linarith
```

The next proof checks $v=\sqrt3\,k$ and $b=q+2x$. It then uses the upper bound 1.55928 to verify the hypothesis about $q-x$.

```lean
/-- The lowest eigenvalue of the four-configuration repulsion matrix is the first-order
coefficient of the two-configuration problem. -/
theorem pairRepulsion_isLeast : IsLeast (levels pairRepulsion) firstOrderEnergy := by
  have ht : √3 ^ 2 = (3 : ℝ) := Real.sq_sqrt (by norm_num)
  have hv : coupling = √3 * (15/512) := by
    rw [coupling, div_eq_iff (by positivity)]
    linear_combination (-15) * ht
  have hb : repulsion2p = (5/8 + 236/243 - 224/6561 + 93/512 + 4/25 * (45/512))
      + 2 * (3/25 * (45/512)) := by norm_num [repulsion2p]
  have key := firstOrderEnergy_bounds.2
  rw [firstOrderEnergy, hb, hv] at key ⊢
  exact pairMatrix_isLeast _ _ _ _ (key.le.trans (by norm_num))
```

In the main theorem, a level $E$ of the full Hamiltonian gives the level $(E+\tfrac54Z^2)/Z$ of the repulsion matrix. That value is at least $\varepsilon_1$, and multiplying by $Z$ gives the bound on $E$. In the other direction, an eigenvector of the repulsion matrix for $\varepsilon_1$ is also an eigenvector of the Hamiltonian.

```lean
/-- For every nuclear charge `Z > 0` the lowest level of the four-configuration Hamiltonian is
`-(5/4) Z² + ε₁ Z`, with `ε₁` between 1.55927 and 1.55928. -/
theorem beryllium_ground_level (Z : ℝ) (hZ : 0 < Z) :
    IsLeast (levels (berylliumHamiltonian Z)) (-(5/4) * Z ^ 2 + firstOrderEnergy * Z) ∧
      1.55927 < firstOrderEnergy ∧ firstOrderEnergy < 1.55928 := by
  refine ⟨?_, firstOrderEnergy_bounds⟩
  have key : ∀ c, berylliumHamiltonian Z *ᵥ c =
      (-(5/4) * Z ^ 2) • c + Z • (pairRepulsion *ᵥ c) := by
    intro c
    rw [berylliumHamiltonian, Matrix.add_mulVec, Matrix.smul_mulVec, Matrix.smul_mulVec,
      Matrix.one_mulVec]
  constructor
  · obtain ⟨c, hc, hE⟩ := pairRepulsion_isLeast.1
    exact ⟨c, hc, by rw [key, hE]; module⟩
  · rintro E ⟨c, hc, hE⟩
    rw [key] at hE
    -- remove the hydrogenic energy and the factor Z
    have hmem : (E + 5/4 * Z ^ 2) / Z ∈ levels pairRepulsion := by
      refine ⟨c, hc, ?_⟩
      ext i
      have hi := congrFun hE i
      simp only [Pi.add_apply, Pi.smul_apply, smul_eq_mul] at hi ⊢
      rw [div_mul_eq_mul_div, eq_div_iff hZ.ne']
      linear_combination hi
    have hle := (le_div_iff₀ hZ).1 (pairRepulsion_isLeast.2 hmem)
    linarith
```

The last theorem compares $\varepsilon_1$ with the unmixed value $a$.

```lean
/-- Mixing with 2p² lowers the first-order coefficient of 1s²2s² by between 0.0117 and 0.0118. -/
theorem mixing_lowering :
    0.0117 < repulsion2s - firstOrderEnergy ∧ repulsion2s - firstOrderEnergy < 0.0118 := by
  obtain ⟨h1, h2⟩ := firstOrderEnergy_bounds
  have h3 : 1.5710 < repulsion2s := by norm_num [repulsion2s]
  have h4 : repulsion2s < 1.57101 := by norm_num [repulsion2s]
  constructor <;> norm_num at * <;> linarith

end

end BerylliumZExpansion
```

```lean
#print axioms BerylliumZExpansion.firstOrderEnergy_bounds
-- 'BerylliumZExpansion.firstOrderEnergy_bounds' depends on axioms: [propext, Classical.choice, Quot.sound]
#print axioms BerylliumZExpansion.beryllium_ground_level
-- 'BerylliumZExpansion.beryllium_ground_level' depends on axioms: [propext, Classical.choice, Quot.sound]
#print axioms BerylliumZExpansion.mixing_lowering
-- 'BerylliumZExpansion.mixing_lowering' depends on axioms: [propext, Classical.choice, Quot.sound]
```

## The same block in a configuration-interaction calculation

In this four-configuration model with hydrogenic orbitals, mixing lowers the energy by between $0.0117Z$ and $0.0118Z$ hartree. A single-configuration 1s²2s² treatment therefore misses a contribution that grows along the isoelectronic sequence.

The same four configurations appear in a complete-active-space calculation with two electrons in 2s and the three 2p orbitals. With $D_{2h}$ symmetry labels, they are exactly the totally symmetric singlet configurations. For a block this small, a program can build the 4×4 Hamiltonian matrix from one- and two-electron integrals and pass it to a dense symmetric eigensolver. `numpy.linalg.eigh`, for example, returns eigenvalues in ascending order, so for the repulsion matrix above the first entry is $\varepsilon_1$ up to rounding. If the program also optimises the orbitals, they are no longer hydrogenic, and its matrix elements differ from those used here.
